# The primitive cell volume of a lattice lies between a packing ball and a covering ball

Q: A crystal has one atom per primitive cell. No two atoms are closer than d, and no point of the crystal is farther than r from an atom. What does that say about the cell volume? Spheres of diameter d around the atoms don't overlap, so a cell should have room for one of them. Spheres of radius r leave no gaps, so one of them should be enough for a cell. But a sphere centred on a lattice point sticks out of its cell, and I don't trust a comparison of volumes that ignores this.

A: The parts that stick out can be cut off and moved back. Let the columns of an invertible n by n matrix A be the primitive vectors, so that the lattice points are A m with m an integer vector and the cell volume is |det A|. If distinct lattice points are at least d apart and every point of space is within r of one, then

vol B(d/2) ≤ |det A| ≤ vol B(r),

where B(ρ) is the ball of radius ρ about the origin.

Q: Please write out the cutting.

A: Use fractional coordinates, in which the cell is the unit cube U = [0,1)ⁿ. Let S be a measurable set of fractional coordinates. The cubes U + m tile space, so S is the disjoint union of its parts in these cubes. Translating each part by −m puts it in U without changing its volume:

vol S = Σₘ vol {x in U : x + m in S}.

If no x has both x + m and x + m′ in S for m ≠ m′, the pieces don't overlap in U, and vol S ≤ 1. If every x has some m with x + m in S, the pieces fill U, and vol S ≥ 1.

Now let S be the set of c whose position A c lies in a ball B about the origin. The map c ↦ A c multiplies volumes by |det A|, so

vol B = |det A| vol S.

Take B open with radius d/2. If c + m and c + m′ were both in S with m ≠ m′, the triangle inequality would give

|A m − A m′| ≤ |A(c + m)| + |A(c + m′)| < d/2 + d/2 = d.

Since A is invertible, A m and A m′ are distinct, so this contradicts the spacing. Hence vol S ≤ 1, which is the lower bound.

Take B closed with radius r. For any c there is a lattice point A m with |A c − A m| ≤ r, so c + (−m) is in S. Hence vol S ≥ 1, which is the upper bound.

Q: I accept that. What do the formal definitions say about my crystal?

A: Space is `EuclideanSpace ℝ (Fin n)`, with the usual distance and volume. `position A c` is the point with fractional coordinates `c`, and `intVec` turns integers into real coordinates.

```lean
import Mathlib

open MeasureTheory Metric

namespace LatticePackingCovering

noncomputable section

variable {n : ℕ}

/-- The point of space with fractional coordinates `c` relative to the columns of `A`. -/
def position (A : Matrix (Fin n) (Fin n) ℝ) (c : Fin n → ℝ) : EuclideanSpace ℝ (Fin n) :=
  WithLp.toLp 2 (A.mulVec c)

/-- An integer vector regarded as a real vector. -/
def intVec (m : Fin n → ℤ) : Fin n → ℝ := fun i => (m i : ℝ)

/-- The lattice point `A m` with integer coordinates `m`. -/
abbrev latticePoint (A : Matrix (Fin n) (Fin n) ℝ) (m : Fin n → ℤ) :
    EuclideanSpace ℝ (Fin n) := position A (intVec m)
```

Your two pieces of information become conditions on A.

```lean
/-- Distinct lattice points are at least `d` apart. -/
def HasSpacing (A : Matrix (Fin n) (Fin n) ℝ) (d : ℝ) : Prop :=
  ∀ m m', latticePoint A m ≠ latticePoint A m' → d ≤ dist (latticePoint A m) (latticePoint A m')

/-- Every point of space lies within `r` of some lattice point. -/
def CoversWithin (A : Matrix (Fin n) (Fin n) ℝ) (r : ℝ) : Prop :=
  ∀ x, ∃ m, dist x (latticePoint A m) ≤ r
```

Q: Is `d` the nearest-neighbour distance?

A: It may be, but any smaller number also satisfies `HasSpacing`, and `CoversWithin` holds for any `r` at least as large as the greatest distance from a point of space to its nearest lattice point. That distance is measured to the centres of the atoms, so it isn't the radius of the small sphere that fits into a hole between touching atoms. The bounds are tightest for the extreme values. Note that `d` is a distance between points, not the interplanar spacing that crystallographers write with the same letter.

Q: And if the crystal has several atoms per cell?

A: Then the conditions refer to lattice points, not to atoms. The smallest distance between atoms still serves as `d`, because equivalent atoms differ by lattice vectors, though it may give a weaker bound. But `r` must be measured from points of space to lattice points: the distance to the nearest atom can be too small for the upper bound to hold. The step left to you is the identification of real atoms with an ideal, infinite, motionless lattice.

Q: Show me where the cutting happens.

A: It starts with the unit cube, its volume, and the measurability of the pieces. Two further lemmas say that `position` is additive and continuous; continuity makes the preimage of a ball measurable.

```lean
/-- The half-open unit cube of fractional coordinates. -/
def unitCube (n : ℕ) : Set (Fin n → ℝ) := Set.pi Set.univ fun _ => Set.Ico 0 1

lemma volume_unitCube : volume (unitCube n) = 1 := by
  rw [unitCube, volume_pi_pi]
  simp [Real.volume_Ico]

lemma measurableSet_piece {S : Set (Fin n → ℝ)} (hS : MeasurableSet S) (m : Fin n → ℤ) :
    MeasurableSet (unitCube n ∩ (fun x => x + intVec m) ⁻¹' S) :=
  (MeasurableSet.univ_pi fun _ => measurableSet_Ico).inter
    ((measurable_id.add_const (intVec m)) hS)

lemma position_add (A : Matrix (Fin n) (Fin n) ℝ) (c v : Fin n → ℝ) :
    position A (c + v) = position A c + position A v := by
  simp [position, Matrix.mulVec_add]

lemma continuous_position (A : Matrix (Fin n) (Fin n) ℝ) : Continuous (position A) :=
  (PiLp.continuous_toLp 2 (fun _ : Fin n => ℝ)).comp
    (continuous_const.matrix_mulVec continuous_id)
```

The next theorem is the sum over pieces. The cube containing a point is found by taking the floor of each coordinate. The statement `hT` says that a piece in U has the same volume as the part of S with integer part `m`; `measure_iUnion` then adds up these disjoint parts.

```lean
/-- Cutting a measurable set along the unit cells and translating every piece back into
the unit cube preserves the total volume. -/
theorem volume_eq_tsum_pieces {S : Set (Fin n → ℝ)} (hS : MeasurableSet S) :
    volume S = ∑' m : Fin n → ℤ, volume (unitCube n ∩ (fun x => x + intVec m) ⁻¹' S) := by
  -- the piece in the cube is a translate of the part of `S` with integer part `m`
  have hT : ∀ m : Fin n → ℤ, volume (unitCube n ∩ (fun x => x + intVec m) ⁻¹' S)
      = volume (S ∩ {x | ∀ i, ⌊x i⌋ = m i}) := by
    intro m
    refine Eq.trans ?_ (measure_preimage_add_right volume (intVec m) _)
    congr 1
    ext x
    have h : x ∈ unitCube n ↔ ∀ i, ⌊(x + intVec m) i⌋ = m i := by
      simp only [unitCube, Set.mem_univ_pi, intVec, Pi.add_apply, Int.floor_add_intCast,
        add_eq_right, Int.floor_eq_zero_iff]
    exact (and_congr_left' h).trans and_comm
  simp_rw [hT]
  rw [← measure_iUnion]
  · congr 1
    ext x
    simp only [Set.mem_iUnion, Set.mem_inter_iff, Set.mem_ofPred_eq]
    exact ⟨fun hx => ⟨fun i => ⌊x i⌋, hx, fun _ => rfl⟩, fun ⟨_, hx, _⟩ => hx⟩
  · intro m m' hne
    exact Set.disjoint_left.2 fun x hx hx' =>
      hne (funext fun i => (hx.2 i).symm.trans (hx'.2 i))
  · intro m
    refine hS.inter ?_
    rw [Set.ofPred_forall]
    exact MeasurableSet.iInter fun i =>
      (Int.measurable_floor.comp (measurable_pi_apply i)) (measurableSet_singleton (m i))
```

The two comparisons with 1 follow. For disjoint translates, the union of the pieces lies inside the cube. For covering translates, the cube lies inside the union, whose volume is at most the sum.

```lean
/-- A measurable set whose integer translates are pairwise disjoint has volume at most one. -/
theorem volume_le_one_of_disjoint {S : Set (Fin n → ℝ)} (hS : MeasurableSet S)
    (h : ∀ m m' : Fin n → ℤ, m ≠ m' →
      Disjoint ((fun x => x + intVec m) ⁻¹' S) ((fun x => x + intVec m') ⁻¹' S)) :
    volume S ≤ 1 := by
  rw [volume_eq_tsum_pieces hS, ← measure_iUnion
    (fun m m' hne => (h m m' hne).mono Set.inter_subset_right Set.inter_subset_right)
    (measurableSet_piece hS)]
  exact (measure_mono (Set.iUnion_subset fun m => Set.inter_subset_left)).trans_eq
    volume_unitCube

/-- A measurable set whose integer translates cover space has volume at least one. -/
theorem one_le_volume_of_cover {S : Set (Fin n → ℝ)} (hS : MeasurableSet S)
    (h : ∀ x, ∃ m : Fin n → ℤ, x + intVec m ∈ S) : 1 ≤ volume S := by
  calc (1 : ENNReal) = volume (unitCube n) := volume_unitCube.symm
    _ ≤ volume (⋃ m : Fin n → ℤ, unitCube n ∩ (fun x => x + intVec m) ⁻¹' S) :=
        measure_mono fun x hx => by
          obtain ⟨m, hm⟩ := h x
          exact Set.mem_iUnion.2 ⟨m, hx, hm⟩
    _ ≤ _ := measure_iUnion_le _
    _ = volume S := (volume_eq_tsum_pieces hS).symm
```

Q: Where does the determinant enter?

A: In the change from fractional coordinates to positions. Mathlib gives the volume of a preimage under a linear map, with the factor |det A⁻¹|, and the proof multiplies by |det A|. Volumes in Lean may be infinite, so the real number |det A| appears as `ENNReal.ofReal |A.det|`.

```lean
/-- For invertible `A`, passing from fractional coordinates to positions multiplies the
volume of a measurable region by `|det A|`. -/
theorem det_mul_volume_preimage {A : Matrix (Fin n) (Fin n) ℝ} (hA : A.det ≠ 0)
    {B : Set (EuclideanSpace ℝ (Fin n))} (hB : MeasurableSet B) :
    ENNReal.ofReal |A.det| * volume (position A ⁻¹' B) = volume B := by
  have h1 := Measure.addHaar_preimage_linearMap volume (f := Matrix.toLin' A)
    (by rwa [LinearMap.det_toLin']) (WithLp.toLp 2 ⁻¹' B)
  rw [LinearMap.det_toLin',
    (PiLp.volume_preserving_toLp (Fin n)).measure_preimage hB.nullMeasurableSet] at h1
  have h2 : volume (position A ⁻¹' B) = ENNReal.ofReal |A.det⁻¹| * volume B := h1
  rw [h2, ← mul_assoc, ← ENNReal.ofReal_mul (abs_nonneg _), ← abs_mul, mul_inv_cancel₀ hA,
    abs_one, ENNReal.ofReal_one, one_mul]
```

Q: Then the lower bound should be the triangle inequality.

A: Yes. `hsite` shows that different integer vectors give different lattice points, `e1` and `e2` place the two shifted points in the ball, and `linarith` finds the contradiction with the spacing.

```lean
/-- Packing bound: if `A` is invertible and distinct lattice points are at least `d` apart,
a ball of radius `d/2` has at most the volume `|det A|` of the primitive cell. -/
theorem packing_bound {A : Matrix (Fin n) (Fin n) ℝ} (hA : A.det ≠ 0) {d : ℝ}
    (hd : HasSpacing A d) :
    volume (ball (0 : EuclideanSpace ℝ (Fin n)) (d / 2)) ≤ ENNReal.ofReal |A.det| := by
  rw [← det_mul_volume_preimage hA measurableSet_ball]
  refine mul_le_of_le_one_right' (volume_le_one_of_disjoint
    ((continuous_position A).measurable measurableSet_ball) fun m m' hne => ?_)
  refine Set.disjoint_left.2 fun c hc hc' => ?_
  -- different integer vectors give different lattice points
  have hsite : latticePoint A m ≠ latticePoint A m' := by
    intro h
    have h1 : A.mulVec (intVec m) = A.mulVec (intVec m') := congrArg WithLp.ofLp h
    have h2 := Matrix.eq_zero_of_mulVec_eq_zero hA
      (show A.mulVec (intVec m - intVec m') = 0 by rw [Matrix.mulVec_sub, h1, sub_self])
    refine hne (funext fun i => ?_)
    have h3 : (m i : ℝ) = m' i := congrFun (sub_eq_zero.1 h2) i
    exact_mod_cast h3
  -- a common point of two balls would bring their centres closer than `d`
  have e1 : dist (position A (c + intVec m)) 0 < d / 2 := hc
  have e2 : dist (position A (c + intVec m')) 0 < d / 2 := hc'
  have e3 := dist_triangle_right (position A (c + intVec m)) (position A (c + intVec m')) 0
  have e4 : dist (position A (c + intVec m)) (position A (c + intVec m'))
      = dist (latticePoint A m) (latticePoint A m') := by
    rw [position_add, position_add, dist_add_left]
  linarith [hd m m' hsite]
```

Invertibility matters here. For the zero matrix with n ≥ 1 there is only one lattice point, so every `d` passes the spacing condition, while the determinant is zero.

Q: Does the upper bound need it too?

A: No. If the determinant is zero, the inequality is trivial. Otherwise the proof takes a lattice point within `r` and shifts by `-m`, as above.

```lean
/-- Covering bound: if every point of space lies within `r` of the lattice, a closed ball of
radius `r` has at least the volume `|det A|`. -/
theorem covering_bound {A : Matrix (Fin n) (Fin n) ℝ} {r : ℝ} (hr : CoversWithin A r) :
    ENNReal.ofReal |A.det| ≤ volume (closedBall (0 : EuclideanSpace ℝ (Fin n)) r) := by
  by_cases hA : A.det = 0
  · simp [hA]
  rw [← det_mul_volume_preimage hA measurableSet_closedBall]
  refine le_mul_of_one_le_right' (one_le_volume_of_cover
    ((continuous_position A).measurable measurableSet_closedBall) fun c => ?_)
  -- take a lattice point `A m` within `r` of `A c`, and shift `c` by `-m`
  obtain ⟨m, hm⟩ := hr (position A c)
  refine ⟨-m, ?_⟩
  have e : position A (c + intVec (-m)) + latticePoint A m = position A c := by
    rw [← position_add]
    congr 1
    ext i
    simp [intVec]
  change dist (position A (c + intVec (-m))) 0 ≤ r
  rwa [← dist_add_right _ _ (latticePoint A m), e, zero_add]
```

The main theorem joins the two bounds. It doesn't ask for d > 0, because for d ≤ 0 the open ball is empty, and it also allows n = 0.

```lean
/-- For invertible `A`, if distinct lattice points are at least `d` apart and every point of
space lies within `r` of the lattice, then `vol B(d/2) ≤ |det A| ≤ vol B(r)`. -/
theorem cell_volume_bounds {A : Matrix (Fin n) (Fin n) ℝ} (hA : A.det ≠ 0) {d r : ℝ}
    (hd : HasSpacing A d) (hr : CoversWithin A r) :
    volume (ball (0 : EuclideanSpace ℝ (Fin n)) (d / 2)) ≤ ENNReal.ofReal |A.det| ∧
      ENNReal.ofReal |A.det| ≤ volume (closedBall (0 : EuclideanSpace ℝ (Fin n)) r) :=
  ⟨packing_bound hA hd, covering_bound hr⟩
```

Q: I work in three dimensions and want numbers.

A: There the ball volumes give

π d³/6 ≤ |det A| ≤ 4π r³/3.

The proof inserts the formula for the volume of a ball and returns to real numbers. It treats d ≤ 0 separately and gets r ≥ 0 from the covering condition at the origin.

```lean
/-- In three dimensions, for invertible `A` with spacing at least `d` and every point within
`r` of the lattice, `π d³ / 6 ≤ |det A| ≤ 4 π r³ / 3`. -/
theorem cell_volume_bounds_three {A : Matrix (Fin 3) (Fin 3) ℝ} (hA : A.det ≠ 0) {d r : ℝ}
    (hd : HasSpacing A d) (hr : CoversWithin A r) :
    Real.pi * d ^ 3 / 6 ≤ |A.det| ∧ |A.det| ≤ 4 * Real.pi * r ^ 3 / 3 := by
  obtain ⟨h1, h2⟩ := cell_volume_bounds hA hd hr
  have hpi := Real.pi_pos
  constructor
  · rcases le_total 0 d with h0 | h0
    · rw [EuclideanSpace.volume_ball_fin_three, ← ENNReal.ofReal_pow (by positivity),
        ← ENNReal.ofReal_mul (by positivity), ENNReal.ofReal_le_ofReal_iff (abs_nonneg _)] at h1
      linarith
    · have h3 : d ^ 3 ≤ 0 := by
        have := mul_nonpos_of_nonpos_of_nonneg h0 (sq_nonneg d)
        linarith
      have h4 := mul_nonpos_of_nonneg_of_nonpos hpi.le h3
      linarith [abs_nonneg A.det]
  · obtain ⟨m, hm⟩ := hr 0
    have h0 : 0 ≤ r := dist_nonneg.trans hm
    rw [EuclideanSpace.volume_closedBall_fin_three, ← ENNReal.ofReal_pow h0,
      ← ENNReal.ofReal_mul (by positivity), ENNReal.ofReal_le_ofReal_iff (by positivity)] at h2
    linarith
```

In a supercell calculation the lattice points can be the periodic images of a defect. The lower bound then gives a volume below which the images can't all be at least d apart. Reaching that volume isn't enough, because equal spheres can't fill space. The bound is also purely geometrical and says nothing about how the images interact.

Q: Can either bound be improved in general?

A: Not in one dimension, where a chain with lattice constant a > 0 attains both. Its points are a apart, and rounding x/a to the nearest integer finds a lattice point within a/2 of x. The open and the closed ball of radius a/2 have the same length, and the cell length is squeezed between them.

```lean
/-- The chain with lattice constant `a > 0` has spacing `a` and covers the line within `a/2`,
and both volume bounds are equalities. -/
theorem chain_attains_bounds {a : ℝ} (ha : 0 < a) :
    HasSpacing !![a] a ∧ CoversWithin !![a] (a / 2) ∧
      volume (ball (0 : EuclideanSpace ℝ (Fin 1)) (a / 2)) = ENNReal.ofReal |(!![a]).det| ∧
      ENNReal.ofReal |(!![a]).det| =
        volume (closedBall (0 : EuclideanSpace ℝ (Fin 1)) (a / 2)) := by
  have h : ∀ u : Fin 1 → ℝ, (position !![a] u).ofLp 0 = a * u 0 := by
    intro u
    simp [position, dotProduct]
  have hdist : ∀ u v : Fin 1 → ℝ,
      dist (position !![a] u) (position !![a] v) = a * |u 0 - v 0| := by
    intro u v
    rw [EuclideanSpace.dist_eq, Fin.sum_univ_one, Real.sqrt_sq dist_nonneg, h, h,
      Real.dist_eq, ← mul_sub, abs_mul, abs_of_pos ha]
  have hs : HasSpacing !![a] a := by
    intro m m' hne
    have h0 : m 0 ≠ m' 0 := fun e => hne (by
      rw [show m = m' from funext fun i => by rw [Subsingleton.elim i 0, e]])
    have h1 : (1 : ℝ) ≤ |(m 0 : ℝ) - m' 0| := by
      exact_mod_cast Int.one_le_abs (sub_ne_zero.2 h0)
    rw [hdist]
    exact le_mul_of_one_le_right ha.le h1
  have hc : CoversWithin !![a] (a / 2) := by
    intro x
    have hx : x = position !![a] (fun _ => x.ofLp 0 / a) := by
      ext i
      rw [Subsingleton.elim i 0, h, mul_div_cancel₀ _ ha.ne']
    -- the nearest lattice point is found by rounding
    refine ⟨fun _ => round (x.ofLp 0 / a), ?_⟩
    have h1 := mul_le_mul_of_nonneg_left (abs_sub_round (x.ofLp 0 / a)) ha.le
    calc dist x _ = dist (position !![a] (fun _ => x.ofLp 0 / a)) _ := by rw [← hx]
      _ = a * |x.ofLp 0 / a - round (x.ofLp 0 / a)| := hdist _ _
      _ ≤ a / 2 := by linarith
  have hdet : (!![a]).det ≠ 0 := by simpa using ha.ne'
  obtain ⟨h1, h2⟩ := cell_volume_bounds hdet hs hc
  -- open and closed balls have the same volume, so the two bounds coincide
  have hb : volume (closedBall (0 : EuclideanSpace ℝ (Fin 1)) (a / 2))
      = volume (ball (0 : EuclideanSpace ℝ (Fin 1)) (a / 2)) :=
    (Measure.addHaar_closedBall volume 0 (half_pos ha).le).trans
      (Measure.addHaar_ball_of_pos volume 0 (half_pos ha)).symm
  exact ⟨hs, hc, le_antisymm h1 (h2.trans_eq hb), le_antisymm h2 (hb.trans_le h1)⟩

end

end LatticePackingCovering
```

```lean
#print axioms LatticePackingCovering.packing_bound
#print axioms LatticePackingCovering.cell_volume_bounds_three
#print axioms LatticePackingCovering.chain_attains_bounds
```

```
'LatticePackingCovering.packing_bound' depends on axioms: [propext, Classical.choice, Quot.sound]
'LatticePackingCovering.cell_volume_bounds_three' depends on axioms: [propext, Classical.choice, Quot.sound]
'LatticePackingCovering.chain_attains_bounds' depends on axioms: [propext, Classical.choice, Quot.sound]
```

Q: Did the argument use the roundness of the balls?

A: Only to turn distances into disjoint or covering translates. The cutting step works for any measurable region, and read backwards it gives Blichfeldt's theorem: a measurable region with volume greater than |det A| contains two points that differ by a nonzero lattice vector. I state this as a consequence in prose, without a formal proof. If there were no such pair, the translates of the region would be disjoint, and its volume could be at most |det A|.
